# On the infinite grid, the fourth-order stencil for the second derivative has two exponential zero-energy solutions besides the straight lines

Try a single power, $u_j=z^j$ with $z\neq0$, in the equation

$$u_{j+2}-16u_{j+1}+30u_j-16u_{j-1}+u_{j-2}=0 .$$

Dividing by $z^{j-2}$ leaves

$$z^4-16z^3+30z^2-16z+1=(z-1)^2(z^2-14z+1)=0 .$$

The double root $z=1$ belongs to the straight lines $A+Bj$, which also solve $-u''=0$ in the continuum. The other factor gives $z=7\pm4\sqrt3$: two real exponentials with no counterpart in the continuum equation. They come from the width of the stencil: the three-point stencil gives only $(z-1)^2=0$. Each exponential grows without bound in one direction, so neither is a physical state on the infinite grid. The file shows that every real solution is a straight line plus a combination of these two exponentials.

In Lean 4 with Mathlib:

```lean
import Mathlib

namespace FourthOrderStencilZeroModes

noncomputable section
```

The first line loads the Mathlib library, and the namespace groups the names that follow.

```lean
/-- The fourth-order finite-difference stencil for minus the second derivative, without its
prefactor `1/(12h²)`, acting on a grid function. -/
def stencil (u : ℤ → ℝ) (j : ℤ) : ℝ :=
  u (j + 2) - 16 * u (j + 1) + 30 * u j - 16 * u (j - 1) + u (j - 2)
```

A grid function is a map `u : ℤ → ℝ`, one real number per site of an infinite line. `stencil u j` is the left-hand side above. Divided by $12h^2$, with $h$ the grid spacing, it approximates $-u''$; the prefactor does not affect where it vanishes. "Zero energy" means a free particle, with no potential and $E=0$.

```lean
/-- The three-point second difference of a grid function. -/
def secondDiff (u : ℤ → ℝ) (j : ℤ) : ℝ := u (j + 1) - 2 * u j + u (j - 1)
```

This is $w_j=u_{j+1}-2u_j+u_{j-1}$, the quantity through which the factorisation enters the proof.

```lean
/-- The factor `r = 7 - 4√3` by which a spurious mode changes from one site to the next. -/
def ratio : ℝ := 7 - 4 * √3
```

From here on $r=7-4\sqrt3\approx0.072$.

```lean
/-- The ratio `r` lies strictly between zero and one. -/
theorem ratio_mem : 0 < ratio ∧ ratio < 1 := by
  have hs : √3 * √3 = (3 : ℝ) := Real.mul_self_sqrt (by norm_num)
  have h0 : 0 ≤ √(3 : ℝ) := Real.sqrt_nonneg 3
  have h1 : √(3 : ℝ) < 7 / 4 := by nlinarith
  have h2 : 3 / 2 < √(3 : ℝ) := by nlinarith
  unfold ratio
  constructor <;> linarith
```

The claim $0<r<1$ amounts to $3/2<\sqrt3<7/4$, which follows from $9/4<3<49/16$. So $r^j$ decays to the right and $r^{-j}$ to the left, both without oscillation. The tactic `nlinarith` finds the bounds on the root, and `linarith` finishes by linear arithmetic.

```lean
/-- The inverse of `7 - 4√3` is `7 + 4√3`. -/
theorem ratio_inv : ratio⁻¹ = 7 + 4 * √3 := by
  have hs : √3 * √3 = (3 : ℝ) := Real.mul_self_sqrt (by norm_num)
  apply inv_eq_of_mul_eq_one_right
  unfold ratio
  linear_combination (-16) * hs
```

Indeed $(7-4\sqrt3)(7+4\sqrt3)=49-48=1$. The tactic `linear_combination` checks that an equation is the stated combination of known ones, here a multiple of $\sqrt3\cdot\sqrt3=3$.

```lean
/-- Both exponentials `r^j` and `r^(-j)` obey the recurrence `w_{j+1} + w_{j-1} = 14 w_j`. -/
theorem ratio_modes (j : ℤ) :
    ratio ^ (j + 1) + ratio ^ (j - 1) = 14 * ratio ^ j ∧
    ratio ^ (-(j + 1)) + ratio ^ (-(j - 1)) = 14 * ratio ^ (-j) := by
  have hsum : ratio + ratio⁻¹ = 14 := by
    rw [ratio_inv]
    unfold ratio
    ring
  have key : ∀ k : ℤ, ratio ^ (k + 1) + ratio ^ (k - 1) = 14 * ratio ^ k := by
    intro k
    rw [zpow_add_one₀ ratio_mem.1.ne', zpow_sub_one₀ ratio_mem.1.ne', ← mul_add, hsum, mul_comm]
  refine ⟨key j, ?_⟩
  rw [show -(j + 1) = -j - 1 by ring, show -(j - 1) = -j + 1 by ring, add_comm]
  exact key (-j)
```

Since $r+r^{-1}=14$, multiplying by $r^j$ gives $r^{j+1}+r^{j-1}=14r^j$. Replacing $j$ by $-j$ gives the same recurrence for $r^{-j}$. The exponents are integers, so negative sites are included.

```lean
/-- The stencil vanishes at a site exactly when the second difference `w` of the grid function
satisfies `w_{j+1} + w_{j-1} = 14 w_j` there. -/
theorem stencil_eq_zero_iff (u : ℤ → ℝ) (j : ℤ) :
    stencil u j = 0 ↔
      secondDiff u (j + 1) + secondDiff u (j - 1) = 14 * secondDiff u j := by
  unfold stencil secondDiff
  rw [show j + 1 + 1 = j + 2 by ring, show j + 1 - 1 = j by ring,
    show j - 1 + 1 = j by ring, show j - 1 - 1 = j - 2 by ring]
  constructor <;> intro h <;> linarith
```

Expanding the second differences gives

$$w_{j+1}+w_{j-1}-14w_j=u_{j+2}-16u_{j+1}+30u_j-16u_{j-1}+u_{j-2}.$$

The five-point equation for $u$ is therefore a three-point equation for $w$, site by site.

```lean
/-- A solution of `f_{j+1} + f_{j-1} = s f_j` that vanishes at sites 0 and 1 vanishes on the
whole grid. -/
theorem eq_zero_of_two_sites (s : ℝ) (f : ℤ → ℝ)
    (hf : ∀ j, f (j + 1) + f (j - 1) = s * f j) (h0 : f 0 = 0) (h1 : f 1 = 0) :
    ∀ j, f j = 0 := by
  have key : ∀ j : ℤ, f j = 0 ∧ f (j + 1) = 0 := by
    intro j
    refine Int.induction_on j ?_ ?_ ?_
    · exact ⟨h0, by simpa using h1⟩
    · rintro n ⟨a, b⟩
      have h := hf ((n : ℤ) + 1)
      rw [add_sub_cancel_right, a, b] at h
      exact ⟨b, by linarith⟩
    · rintro n ⟨a, b⟩
      have h := hf (-(n : ℤ))
      rw [a, b] at h
      refine ⟨by linarith, ?_⟩
      rw [sub_add_cancel]
      exact a
  exact fun j => (key j).1
```

If $f_{j+1}+f_{j-1}=sf_j$ and $f_0=f_1=0$, then $f_{j+1}=sf_j-f_{j-1}$ carries the zeros to the right, and $f_{j-1}=sf_j-f_{j+1}$ carries them to the left. `Int.induction_on` performs both inductions on the statement that two neighbouring values vanish. Applied to a difference of two solutions, the lemma says that the values at sites 0 and 1 determine a solution.

```lean
/-- A grid function with zero second difference everywhere is a straight line. -/
theorem affine_of_secondDiff (f : ℤ → ℝ) (hf : ∀ j, secondDiff f j = 0) :
    ∃ A B : ℝ, ∀ j : ℤ, f j = A + B * j := by
  have key : ∀ j : ℤ, f j - (f 0 + (f 1 - f 0) * j) = 0 := by
    refine eq_zero_of_two_sites 2 (fun j : ℤ => f j - (f 0 + (f 1 - f 0) * j)) ?_ ?_ ?_
    · intro j
      have h : f (j + 1) - 2 * f j + f (j - 1) = 0 := hf j
      push_cast
      linear_combination h
    · simp
    · simp
  exact ⟨f 0, f 1 - f 0, fun j => by linarith [key j]⟩
```

Zero second difference is the recurrence with $s=2$. The line $f_0+(f_1-f_0)j$ obeys it and agrees with $f$ at sites 0 and 1, so the two agree everywhere.

```lean
/-- Every solution of `w_{j+1} + w_{j-1} = 14 w_j` is a combination of `r^j` and `r^(-j)`. -/
theorem exponential_modes (w : ℤ → ℝ) (hw : ∀ j, w (j + 1) + w (j - 1) = 14 * w j) :
    ∃ C D : ℝ, ∀ j : ℤ, w j = C * ratio ^ j + D * ratio ^ (-j) := by
  have hs : √(3 : ℝ) ≠ 0 := (Real.sqrt_pos.mpr (by norm_num)).ne'
  -- the amplitudes are fixed by the values at sites 0 and 1
  obtain ⟨K, hK⟩ : ∃ K : ℝ, 8 * √3 * K = 7 * w 0 - w 1 :=
    ⟨(7 * w 0 - w 1) / (8 * √3), by field_simp⟩
  have key : ∀ j : ℤ,
      w j - ((w 0 / 2 + K) * ratio ^ j + (w 0 / 2 - K) * ratio ^ (-j)) = 0 := by
    refine eq_zero_of_two_sites 14 (fun j : ℤ =>
      w j - ((w 0 / 2 + K) * ratio ^ j + (w 0 / 2 - K) * ratio ^ (-j))) ?_ ?_ ?_
    · intro j
      linear_combination hw j - (w 0 / 2 + K) * (ratio_modes j).1
        - (w 0 / 2 - K) * (ratio_modes j).2
    · simp only [neg_zero, zpow_zero]
      ring
    · simp only [zpow_one, zpow_neg, ratio_inv]
      unfold ratio
      linear_combination hK
  exact ⟨_, _, fun j => sub_eq_zero.mp (key j)⟩
```

Now $s=14$. We need amplitudes with $C+D=w_0$ and $Cr+Dr^{-1}=w_1$. Write $C=w_0/2+K$ and $D=w_0/2-K$. The first condition holds, and the second becomes $7w_0-8\sqrt3\,K=w_1$, which fixes $K$. The combination then matches $w$ at sites 0 and 1, hence everywhere.

```lean
/-- The zero-energy solutions of the fourth-order stencil are exactly the sequences
`A + B j + C r^j + D r^(-j)` with `r = 7 - 4√3`. -/
theorem zero_energy_solutions (u : ℤ → ℝ) :
    (∀ j, stencil u j = 0) ↔
      ∃ A B C D : ℝ, ∀ j : ℤ, u j = A + B * j + C * ratio ^ j + D * ratio ^ (-j) := by
  constructor
  · intro h
    have hw := fun j => (stencil_eq_zero_iff u j).mp (h j)
    obtain ⟨C, D, hCD⟩ := exponential_modes (secondDiff u) hw
    -- removing one twelfth of the second difference leaves a straight line
    obtain ⟨A, B, hAB⟩ := affine_of_secondDiff (fun j => u j - secondDiff u j / 12) (by
      intro j
      have h1 := hw j
      have h2 : secondDiff u j = u (j + 1) - 2 * u j + u (j - 1) := rfl
      change (u (j + 1) - secondDiff u (j + 1) / 12) - 2 * (u j - secondDiff u j / 12)
        + (u (j - 1) - secondDiff u (j - 1) / 12) = 0
      linarith)
    refine ⟨A, B, C / 12, D / 12, fun j => ?_⟩
    have h1 : u j - secondDiff u j / 12 = A + B * j := hAB j
    linear_combination h1 + hCD j / 12
  · rintro ⟨A, B, C, D, hu⟩ j
    -- each exponential solves the stencil equation by its three-term recurrence
    have mode : ∀ f : ℤ → ℝ, (∀ k, f (k + 1) + f (k - 1) = 14 * f k) →
        f (j + 2) - 16 * f (j + 1) + 30 * f j - 16 * f (j - 1) + f (j - 2) = 0 := by
      intro f hf
      have h1 := hf (j + 1)
      have h2 := hf j
      have h3 := hf (j - 1)
      rw [show j + 1 + 1 = j + 2 by ring, show j + 1 - 1 = j by ring] at h1
      rw [show j - 1 + 1 = j by ring, show j - 1 - 1 = j - 2 by ring] at h3
      linarith
    have hp := mode (fun k => ratio ^ k) (fun k => (ratio_modes k).1)
    have hm := mode (fun k => ratio ^ (-k)) (fun k => (ratio_modes k).2)
    beta_reduce at hp hm
    simp only [stencil, hu]
    push_cast
    linear_combination C * hp + D * hm
```

The theorem reads: the stencil vanishes at every site if and only if real numbers $A,B,C,D$ exist with

$$u_j=A+Bj+Cr^j+Dr^{-j}\quad\text{for all }j .$$

For the forward direction, the recurrence gives $w_{j+1}-2w_j+w_{j-1}=12w_j$. Hence the second difference of $u-w/12$ is $w_j-w_j=0$, and $u_j-w_j/12=A+Bj$. Inserting the exponential form of $w$ gives the result; its amplitudes are divided by 12, as in `C / 12` and `D / 12`.

For the converse, the stencil coefficients sum to zero, as do the coefficients weighted by their offsets, so straight lines are solutions. If $f_{k+1}+f_{k-1}=14f_k$, take this relation at $k=j+1$, subtract twice the relation at $k=j$, and add the one at $k=j-1$. The result is the stencil equation for $f$, which the local fact `mode` records for both exponentials.

The same four-parameter form holds on a stretch of at least four consecutive sites, because the stencil equation, solved for $u_{j+2}$ or for $u_{j-2}$, continues a solution uniquely to the whole grid. The file does not formalise this step. In real-space electronic-structure work, where such stencils discretise the kinetic energy, a one-dimensional free particle at zero energy therefore brings four amplitudes to a boundary or matching point instead of the continuum's two.

```lean
/-- The four amplitudes of a zero-energy solution are determined by the sequence. -/
theorem amplitudes_unique (A B C D A' B' C' D' : ℝ)
    (h : ∀ j : ℤ, A + B * j + C * ratio ^ j + D * ratio ^ (-j)
      = A' + B' * j + C' * ratio ^ j + D' * ratio ^ (-j)) :
    A = A' ∧ B = B' ∧ C = C' ∧ D = D' := by
  have hs : √(3 : ℝ) ≠ 0 := (Real.sqrt_pos.mpr (by norm_num)).ne'
  have hr : ratio = 7 - 4 * √3 := rfl
  have em : ratio ^ (-1 : ℤ) = 7 + 4 * √3 := by rw [zpow_neg_one, ratio_inv]
  have e2 : ratio ^ (2 : ℤ) = 97 - 56 * √3 := by
    have t := (ratio_modes 1).1
    rw [show (1 : ℤ) + 1 = 2 by norm_num, show (1 : ℤ) - 1 = 0 by norm_num,
      zpow_zero, zpow_one] at t
    linarith
  have em2 : ratio ^ (-2 : ℤ) = 97 + 56 * √3 := by
    have t := (ratio_modes 1).2
    rw [show (1 : ℤ) + 1 = 2 by norm_num, show (1 : ℤ) - 1 = 0 by norm_num,
      neg_zero, zpow_zero, em] at t
    linarith
  -- compare the two expansions at the sites 0, 1, -1 and 2
  have h0 : A + C + D = A' + C' + D' := by simpa using h 0
  have h1 := h 1
  have hm := h (-1)
  have h2 := h 2
  rw [em, zpow_one, hr] at h1
  rw [neg_neg, em, zpow_one, hr] at hm
  rw [e2, em2] at h2
  push_cast at h1 hm h2
  have hP : C + D = C' + D' := by linear_combination (h1 + hm - 2 * h0) / 12
  have hQ : √3 * ((C - D) - (C' - D')) = 0 := by
    linear_combination (-(h2 - 2 * h1 + h0) + 84 * hP) / 48
  have hQ' := (mul_eq_zero.mp hQ).resolve_left hs
  exact ⟨by linarith, by linear_combination h1 - h0 - 6 * hP + 4 * hQ,
    by linarith, by linarith⟩
```

If two expansions agree at all sites, their amplitudes agree. Let $P=C+D$ and $Q=C-D$. Then

$$u_1+u_{-1}-2u_0=12P,\qquad u_2-2u_1+u_0=84P-48\sqrt3\,Q .$$

These fix $P$ and $Q$, hence $C$ and $D$. Then $A=u_0-P$ and $B=u_1-u_0-6P+4\sqrt3\,Q$. The hypotheses `h0`, `h1`, `hm` and `h2` are the comparisons at sites $0,1,-1,2$.

```lean
/-- A zero-energy solution that stays bounded on the whole grid is constant. -/
theorem bounded_solution_constant (u : ℤ → ℝ) (h : ∀ j, stencil u j = 0)
    (M : ℝ) (hM : ∀ j, |u j| ≤ M) (j : ℤ) : u j = u 0 := by
  have hM0 : 0 ≤ M := (abs_nonneg _).trans (hM 0)
  -- the recurrence improves any uniform bound on the second difference by a factor 7
  have bound : ∀ (n : ℕ) (k : ℤ), |secondDiff u k| ≤ 4 * M * (1 / 7) ^ n := by
    intro n
    induction n with
    | zero =>
      intro k
      have a := abs_le.mp (hM (k + 1))
      have b := abs_le.mp (hM k)
      have c := abs_le.mp (hM (k - 1))
      rw [pow_zero, abs_le]
      unfold secondDiff
      constructor <;> linarith [a.1, a.2, b.1, b.2, c.1, c.2]
    | succ n ih =>
      intro k
      have a := abs_le.mp (ih (k + 1))
      have b := abs_le.mp (ih (k - 1))
      have c := (stencil_eq_zero_iff u k).mp (h k)
      rw [pow_succ, abs_le]
      constructor <;> linarith [a.1, a.2, b.1, b.2]
  have flat : ∀ k, secondDiff u k = 0 := by
    intro k
    by_contra hk
    have hd : 0 < 4 * M + 1 := by linarith
    obtain ⟨n, hn⟩ := exists_pow_lt_of_lt_one (div_pos (abs_pos.mpr hk) hd)
      (show (1 / 7 : ℝ) < 1 by norm_num)
    rw [lt_div_iff₀ hd] at hn
    have hp : (0 : ℝ) < (1 / 7) ^ n := by positivity
    linarith [bound n k]
  obtain ⟨A, B, hAB⟩ := affine_of_secondDiff u flat
  -- a straight line with non-zero slope is unbounded
  have hB : B = 0 := by
    by_contra hB
    obtain ⟨n, hn⟩ := exists_nat_gt (2 * M / |B|)
    rw [div_lt_iff₀ (abs_pos.mpr hB)] at hn
    have e : u (n : ℤ) - u 0 = B * n := by
      rw [hAB (n : ℤ), hAB 0]
      push_cast
      ring
    have b : |B * (n : ℝ)| ≤ 2 * M := by
      have p := abs_le.mp (hM (n : ℤ))
      have q := abs_le.mp (hM 0)
      rw [← e, abs_le]
      constructor <;> linarith [p.1, p.2, q.1, q.2]
    rw [abs_mul, Nat.abs_cast] at b
    linarith
  rw [hAB j, hAB 0, hB]
  ring

end

end FourthOrderStencilZeroModes
```

Let $|u_j|\le M$ on the whole grid. Then $|w_j|\le4M$. Since $w_j=(w_{j+1}+w_{j-1})/14$, any uniform bound on $|w|$ can be divided by 7, so $|w_j|\le4M/7^n$ for every $n$ and thus $w=0$. Now $u$ is a straight line, and $|Bn|=|u_n-u_0|\le2M$ for all natural $n$ forces $B=0$. In the code, `bound`, `flat` and `hB` are these three stages.

Boundedness is needed: $u_j=j$ solves the equation and is not constant. A bound on $j\ge0$ alone is too weak, since $u_j=r^j$ stays between 0 and 1 there.

The solutions could also have been modelled as the kernel of a linear operator on the space of grid functions. The classification and uniqueness would then read as one statement, that the four modes form a basis of a four-dimensional kernel, at the price of the explicit formula moving into the choice of basis. A finite grid would be a different problem, because its boundary conditions select among the four amplitudes.

```lean
#print axioms FourthOrderStencilZeroModes.zero_energy_solutions
#print axioms FourthOrderStencilZeroModes.amplitudes_unique
#print axioms FourthOrderStencilZeroModes.bounded_solution_constant
```

```
'FourthOrderStencilZeroModes.zero_energy_solutions' depends on axioms: [propext, Classical.choice, Quot.sound]
'FourthOrderStencilZeroModes.amplitudes_unique' depends on axioms: [propext, Classical.choice, Quot.sound]
'FourthOrderStencilZeroModes.bounded_solution_constant' depends on axioms: [propext, Classical.choice, Quot.sound]
```
